# In a gapped one-electron model with finite-range hopping, density-matrix elements are bounded exponentially in distance

Take an open chain of orbitals, numbered in order, with a Hermitian one-electron Hamiltonian $H$ that couples only nearest neighbours. Energies are measured from the Fermi level and scaled so that every eigenvalue $x$ satisfies $g\le|x|\le1$, with $0<g<1$. Let $P$ be the projector onto the negative-energy states, which is the density matrix at zero temperature.

I want to discard $P_{ij}$ for distant $i$ and $j$. But the occupied eigenstates can spread over the whole chain, and $P$ is built from all of them. Why should the gap make the distant elements small, and does the cutoff have to grow with the chain?

## Short-ranged polynomials in place of extended eigenstates

The distant elements are small because the gap lets a polynomial in $H$ imitate $P$, and a polynomial of low degree cannot connect distant orbitals. For every natural number $m$,

$$|P_{ij}|\le\tfrac12(1-g^2)^{m+1}\quad\text{whenever } |i-j|>2m+1 .$$

The chain length does not appear, so chains that share the same $g$ share the same cutoff.

Let the columns of the unitary matrix $U$ be the eigenvectors of $H$, with energies $\varepsilon_k$. A function of $H$ has elements

$$f(H)_{ij}=\sum_k U_{ik}\,f(\varepsilon_k)\,U_{jk}^* ,$$

and $P=\theta(H)$, where $\theta(x)=1$ for $x<0$ and $0$ otherwise.

**The polynomial.** Put $p=(1+x)/2$ and $q=(1-x)/2$, and define

$$M_m(x)=\sum_{k=0}^{m}\binom{2m+1}{k}p^k q^{2m+1-k},$$

where $k$ now counts powers. For $g\le x\le1$ we have $0\le q\le p$. With $d=m-k$,

$$p^kq^{2m+1-k}=(pq)^k q^d\,q\,q^d\le(pq)^kq^d\,q\,p^d=(pq)^mq .$$

The binomials for $k\le m$ are half of a row, so they sum to $2^{2m+1}/2=4^m$. Since $4pq=1-x^2$,

$$0\le M_m(x)\le\tfrac{1-x}{2}(1-x^2)^m\le\delta,\qquad \delta=\tfrac{1-g}{2}(1-g^2)^m .$$

Changing $x$ to $-x$ exchanges $p$ and $q$ and produces the other half of the binomial expansion. Hence $M_m(x)+M_m(-x)=(p+q)^{2m+1}=1$. For $x\le-g$ this gives $1-M_m(x)=M_m(-x)\le\delta$. So $|\theta-M_m|\le\delta$ on the whole spectrum.

**Its range.** Suppose $A$ and $B$ have no elements beyond distances $a$ and $b$. A nonzero term of $(AB)_{ij}=\sum_kA_{ik}B_{kj}$ needs $k$ within $a$ of $i$ and within $b$ of $j$, so $AB$ has range $a+b$. If $H$ has range $R$, so do $(1\pm H)/2$. Each term of $M_m(H)$ has $2m+1$ such factors, so $M_m(H)_{ij}=0$ beyond $(2m+1)R$.

**The matrix element.** At such distances,

$$|P_{ij}|=|P_{ij}-M_m(H)_{ij}|\le\delta\sum_k|U_{ik}||U_{jk}|\le\delta\sum_k\frac{|U_{ik}|^2+|U_{jk}|^2}{2}=\delta ,$$

because the rows of $U$ are normalised. For the chain, $R=1$, and $1-g\le1-g^2$ turns $\delta$ into the bound stated first.

## What the Lean theorems say

`densityMatrix_locality` is the general version. The finite type `ι` labels orthonormal orbitals, and `r i` is the position of orbital `i` in a space `E` (positions, not energy). Distinct orbitals may sit at distance zero, as on one atom. `HasRange r R H` says that hopping vanishes beyond `R`, and `hgap` places every eigenvalue in the allowed window, including any edge state. The conclusion is $|P_{ij}|\le\delta$ beyond $(2m+1)R$.

`tridiagonal_locality` is the chain, with sites numbered from $0$ by `Fin n`. The letter $g$ is a lower bound on the distance from the Fermi level to the nearest eigenvalue, in scaled units; it is not the full band gap. `densityMatrix` is a projector whose trace is the number of occupied eigenstates; it is not normalised to trace one.

The theorems concern a finite, non-interacting or mean-field Hamiltonian that is already given. It is left to the user to replace a material's Hamiltonian by a matrix with strictly finite range in an orthonormal basis, and to check the gap of that matrix.

```lean
import Mathlib

open Matrix

namespace InsulatingLocality

noncomputable section

variable {ι E : Type*} [Fintype ι] [DecidableEq ι] [PseudoMetricSpace E]
  {H : Matrix ι ι ℂ}

/-- The function `f(H)` of a Hermitian matrix: `f` is applied to the eigenvalues in an
orthonormal eigenbasis. -/
def spectralFun (hH : H.IsHermitian) (f : ℝ → ℝ) : Matrix ι ι ℂ :=
  (hH.eigenvectorUnitary : Matrix ι ι ℂ) * diagonal (fun k => (f (hH.eigenvalues k) : ℂ)) *
    star (hH.eigenvectorUnitary : Matrix ι ι ℂ)

/-- Zero-temperature occupation: one for negative energies, zero otherwise. -/
def occupation (x : ℝ) : ℝ := if x < 0 then 1 else 0

/-- The one-particle density matrix: the projector onto the negative-energy eigenstates. -/
def densityMatrix (hH : H.IsHermitian) : Matrix ι ι ℂ := spectralFun hH occupation

/-- With orbital `i` at position `r i`, the matrix `A` has no elements between orbitals
farther apart than `R`. -/
def HasRange (r : ι → E) (R : ℝ) (A : Matrix ι ι ℂ) : Prop :=
  ∀ i j, R < dist (r i) (r j) → A i j = 0

/-- The majority polynomial: for `|x| ≤ 1`, the probability of at most `m` successes in `2m+1`
independent trials, each with success probability `(1+x)/2`. -/
def majority (m : ℕ) (x : ℝ) : ℝ :=
  ∑ k ∈ Finset.range (m + 1), ((2 * m + 1).choose k : ℝ) *
    (((1 + x) / 2) ^ k * ((1 - x) / 2) ^ (2 * m + 1 - k))

/-- Matrix elements of `f(H)` as a sum over eigenstates. -/
theorem spectralFun_apply (hH : H.IsHermitian) (f : ℝ → ℝ) (i j : ι) :
    spectralFun hH f i j = ∑ k, (hH.eigenvectorUnitary : Matrix ι ι ℂ) i k *
      (f (hH.eigenvalues k) : ℂ) * star ((hH.eigenvectorUnitary : Matrix ι ι ℂ) j k) := by
  rw [spectralFun, Matrix.mul_apply]
  simp only [Matrix.mul_diagonal, Matrix.star_apply]

/-- The identity function of `H` is `H` itself. -/
theorem spectralFun_id (hH : H.IsHermitian) : spectralFun hH (fun x => x) = H := by
  have h := hH.spectral_theorem
  rw [Unitary.conjStarAlgAut_apply] at h
  exact h.symm

/-- The pointwise product of two functions gives the matrix product. -/
theorem spectralFun_mul (hH : H.IsHermitian) (f h : ℝ → ℝ) :
    spectralFun hH (fun x => f x * h x) = spectralFun hH f * spectralFun hH h := by
  have hU := Matrix.mem_unitaryGroup_iff'.mp hH.eigenvectorUnitary.2
  simp only [spectralFun, Complex.ofReal_mul]
  rw [← Matrix.diagonal_mul_diagonal]
  generalize (hH.eigenvectorUnitary : Matrix ι ι ℂ) = U at hU ⊢
  simp only [mul_assoc]
  rw [← mul_assoc (star U) U, hU, one_mul]

/-- If two functions differ by at most `δ` on the spectrum of `H`, each matrix element of
the corresponding functions of `H` differs by at most `δ`. -/
theorem norm_entry_sub_le (hH : H.IsHermitian) (f h : ℝ → ℝ) (δ : ℝ)
    (hδ : ∀ k, |f (hH.eigenvalues k) - h (hH.eigenvalues k)| ≤ δ) (i j : ι) :
    ‖spectralFun hH f i j - spectralFun hH h i j‖ ≤ δ := by
  have hU := Matrix.mem_unitaryGroup_iff.mp hH.eigenvectorUnitary.2
  rw [spectralFun_apply, spectralFun_apply, ← Finset.sum_sub_distrib]
  generalize (hH.eigenvectorUnitary : Matrix ι ι ℂ) = U at hU ⊢
  -- the rows of a unitary matrix are normalised
  have hrow : ∀ a, ∑ k, ‖U a k‖ ^ 2 = 1 := by
    intro a
    have h1 := congrFun (congrFun hU a) a
    rw [Matrix.mul_apply, Matrix.one_apply_eq] at h1
    apply Complex.ofReal_injective
    rw [Complex.ofReal_one, ← h1, Complex.ofReal_sum]
    refine Finset.sum_congr rfl fun k _ => ?_
    rw [Matrix.star_apply, Complex.ofReal_pow]
    exact (Complex.mul_conj' _).symm
  calc _ ≤ ∑ k, δ * ((‖U i k‖ ^ 2 + ‖U j k‖ ^ 2) / 2) := by
        refine norm_sum_le_of_le _ fun k _ => ?_
        rw [← sub_mul, ← mul_sub, ← Complex.ofReal_sub, norm_mul, norm_mul, norm_star,
          Complex.norm_real, Real.norm_eq_abs]
        have h1 := mul_le_mul_of_nonneg_left (hδ k)
          (mul_nonneg (norm_nonneg (U i k)) (norm_nonneg (U j k)))
        have h2 := mul_nonneg ((abs_nonneg _).trans (hδ k)) (sq_nonneg (‖U i k‖ - ‖U j k‖))
        linarith
    _ = δ := by
        rw [← Finset.mul_sum, ← Finset.sum_div, Finset.sum_add_distrib, hrow, hrow]
        ring

/-- If `H` has hopping range `R ≥ 0`, its majority polynomial has range `(2m+1)R`. -/
theorem majority_hasRange (hH : H.IsHermitian) (r : ι → E) {R : ℝ} (hR : 0 ≤ R)
    (hr : HasRange r R H) (m : ℕ) :
    HasRange r ((2 * m + 1) * R) (spectralFun hH (majority m)) := by
  -- ranges add under multiplication
  have hmul : ∀ (f h : ℝ → ℝ) (a b : ℝ), HasRange r a (spectralFun hH f) →
      HasRange r b (spectralFun hH h) →
      HasRange r (a + b) (spectralFun hH (fun x => f x * h x)) := by
    intro f h a b hf hh i j hij
    rw [spectralFun_mul, Matrix.mul_apply]
    refine Finset.sum_eq_zero fun k _ => ?_
    by_cases hk : a < dist (r i) (r k)
    · rw [hf i k hk, zero_mul]
    · rw [hh k j (by linarith [dist_triangle (r i) (r k) (r j)]), mul_zero]
  have hone : HasRange r 0 (spectralFun hH (fun _ => 1)) := by
    intro i j hij
    have hU := Matrix.mem_unitaryGroup_iff.mp hH.eigenvectorUnitary.2
    have h1 : spectralFun hH (fun _ => 1) = 1 := by
      simp only [spectralFun, Complex.ofReal_one, Matrix.diagonal_one, mul_one, hU]
    have hne : i ≠ j := by
      rintro rfl
      simp at hij
    rw [h1, Matrix.one_apply_ne hne]
  have hpow : ∀ (f : ℝ → ℝ), HasRange r R (spectralFun hH f) → ∀ k : ℕ,
      HasRange r (k * R) (spectralFun hH (fun x => f x ^ k)) := by
    intro f hf k
    induction k with
    | zero => simpa only [pow_zero, Nat.cast_zero, zero_mul] using hone
    | succ k ih =>
      have h1 := hmul _ _ _ _ ih hf
      simpa only [pow_succ, Nat.cast_succ, add_mul, one_mul] using h1
  have haff : ∀ s : ℝ, HasRange r R (spectralFun hH (fun x => (1 + s * x) / 2)) := by
    intro s i j hij
    have e : spectralFun hH (fun x => (1 + s * x) / 2) i j =
        (spectralFun hH (fun _ => 1) i j + s * spectralFun hH (fun x => x) i j) / 2 := by
      simp only [spectralFun_apply, Finset.mul_sum, ← Finset.sum_add_distrib, Finset.sum_div]
      refine Finset.sum_congr rfl fun k _ => ?_
      push_cast
      ring
    rw [e, hone i j (lt_of_le_of_lt hR hij), spectralFun_id, hr i j hij]
    simp
  have hp : HasRange r R (spectralFun hH (fun x => (1 + x) / 2)) := by
    simpa only [one_mul] using haff 1
  have hq : HasRange r R (spectralFun hH (fun x => (1 - x) / 2)) := by
    simpa only [neg_mul, one_mul, ← sub_eq_add_neg] using haff (-1)
  intro i j hij
  have e : spectralFun hH (majority m) i j = ∑ k ∈ Finset.range (m + 1),
      (((2 * m + 1).choose k : ℝ) : ℂ) * spectralFun hH
        (fun x => ((1 + x) / 2) ^ k * ((1 - x) / 2) ^ (2 * m + 1 - k)) i j := by
    simp only [spectralFun_apply, majority, Complex.ofReal_sum, Complex.ofReal_mul,
      Finset.mul_sum, Finset.sum_mul]
    rw [Finset.sum_comm]
    exact Finset.sum_congr rfl fun k _ => Finset.sum_congr rfl fun q _ => by ring
  rw [e]
  refine Finset.sum_eq_zero fun k hk => ?_
  have hk' : k ≤ 2 * m + 1 := by
    have := Finset.mem_range.mp hk
    omega
  have hc : (k : ℝ) * R + ((2 * m + 1 - k : ℕ) : ℝ) * R = (2 * m + 1) * R := by
    rw [Nat.cast_sub hk']
    push_cast
    ring
  have hz := hmul _ _ _ _ (hpow _ hp k) (hpow _ hq (2 * m + 1 - k)) i j (by rw [hc]; exact hij)
  exact mul_eq_zero_of_right _ hz

/-- For energies with `g ≤ |x| ≤ 1` and `g ≥ 0`, the majority polynomial reproduces the
occupation up to an error `(1-g)(1-g²)^m/2`. -/
theorem occupation_sub_majority_le {g x : ℝ} (hg : 0 ≤ g) (hgx : g ≤ |x|) (hx : |x| ≤ 1)
    (m : ℕ) : |occupation x - majority m x| ≤ (1 - g) / 2 * (1 - g ^ 2) ^ m := by
  -- empty states: compare every term with the central one
  have hpos : ∀ t : ℝ, g ≤ t → t ≤ 1 →
      0 ≤ majority m t ∧ majority m t ≤ (1 - g) / 2 * (1 - g ^ 2) ^ m := by
    intro t hgt ht
    have hp : 0 ≤ (1 + t) / 2 := by linarith
    have hq : 0 ≤ (1 - t) / 2 := by linarith
    have hterm : ∀ p q : ℝ, 0 ≤ p → 0 ≤ q → q ≤ p → ∀ k d : ℕ,
        p ^ k * q ^ (k + d + d + 1) ≤ (p * q) ^ (k + d) * q := by
      intro p q hp hq hqp k d
      calc p ^ k * q ^ (k + d + d + 1) = p ^ k * q ^ k * q ^ d * q * q ^ d := by ring
        _ ≤ p ^ k * q ^ k * q ^ d * q * p ^ d :=
            mul_le_mul_of_nonneg_left (pow_le_pow_left₀ hq hqp d) (by positivity)
        _ = (p * q) ^ (k + d) * q := by ring
    refine ⟨Finset.sum_nonneg fun k _ => by positivity, ?_⟩
    have hsum : (∑ k ∈ Finset.range (m + 1), ((2 * m + 1).choose k : ℝ)) = 4 ^ m := by
      exact_mod_cast Nat.sum_range_choose_halfway m
    calc majority m t ≤ ∑ k ∈ Finset.range (m + 1), ((2 * m + 1).choose k : ℝ) *
          (((1 + t) / 2 * ((1 - t) / 2)) ^ m * ((1 - t) / 2)) := by
          refine Finset.sum_le_sum fun k hk => mul_le_mul_of_nonneg_left ?_ (Nat.cast_nonneg _)
          have hk' := Finset.mem_range.mp hk
          have h1 := hterm _ _ hp hq (by linarith) k (m - k)
          rwa [show k + (m - k) + (m - k) + 1 = 2 * m + 1 - k by omega,
            show k + (m - k) = m by omega] at h1
      _ = (1 - t) / 2 * (1 - t ^ 2) ^ m := by
          rw [← Finset.sum_mul, hsum, ← mul_assoc, ← mul_pow,
            show 4 * ((1 + t) / 2 * ((1 - t) / 2)) = 1 - t ^ 2 by ring, mul_comm]
      _ ≤ (1 - g) / 2 * (1 - g ^ 2) ^ m := by
          have h1 : 0 ≤ 1 - t ^ 2 := by nlinarith
          have h2 : 1 - t ^ 2 ≤ 1 - g ^ 2 := by nlinarith
          exact mul_le_mul (by linarith) (pow_le_pow_left₀ h1 h2 m) (pow_nonneg h1 m)
            (by linarith)
  -- particle-hole reflection, from the binomial theorem
  have hrefl : majority m x + majority m (-x) = 1 := by
    have h := add_pow ((1 + x) / 2) ((1 - x) / 2) (2 * m + 1)
    rw [show (1 + x) / 2 + (1 - x) / 2 = 1 by ring, one_pow,
      show 2 * m + 1 + 1 = (m + 1) + (m + 1) by ring, Finset.sum_range_add] at h
    rw [h]
    congr 1
    · exact Finset.sum_congr rfl fun k _ => by ring
    · unfold majority
      rw [← Finset.sum_range_reflect]
      refine Finset.sum_congr rfl fun j hj => ?_
      have hj' := Finset.mem_range.mp hj
      have e1 : 2 * m + 1 - (m + 1 - 1 - j) = m + 1 + j := by omega
      have e2 : 2 * m + 1 - (m + 1 + j) = m + 1 - 1 - j := by omega
      have e3 : (2 * m + 1).choose (m + 1 - 1 - j) = (2 * m + 1).choose (m + 1 + j) :=
        Nat.choose_symm_of_eq_add (by omega)
      rw [e1, e2, e3, show (1 + -x) / 2 = (1 - x) / 2 by ring,
        show (1 - -x) / 2 = (1 + x) / 2 by ring]
      ring
  unfold occupation
  split_ifs with hneg
  · rw [abs_of_neg hneg] at hgx hx
    obtain ⟨h1, h2⟩ := hpos (-x) hgx hx
    rwa [show 1 - majority m x = majority m (-x) by linarith, abs_of_nonneg h1]
  · rw [abs_of_nonneg (not_lt.mp hneg)] at hgx hx
    obtain ⟨h1, h2⟩ := hpos x hgx hx
    rwa [zero_sub, abs_neg, abs_of_nonneg h1]

/-- Insulating locality: if `H` has hopping range `R ≥ 0` and all its eigenvalues satisfy
`g ≤ |x| ≤ 1` with `g ≥ 0`, then density-matrix elements between orbitals farther apart than
`(2m+1)R` have modulus at most `(1-g)(1-g²)^m/2`. -/
theorem densityMatrix_locality (hH : H.IsHermitian) (r : ι → E) {R g : ℝ} (hR : 0 ≤ R)
    (hr : HasRange r R H) (hg : 0 ≤ g)
    (hgap : ∀ k, g ≤ |hH.eigenvalues k| ∧ |hH.eigenvalues k| ≤ 1) (m : ℕ) (i j : ι)
    (hij : (2 * m + 1) * R < dist (r i) (r j)) :
    ‖densityMatrix hH i j‖ ≤ (1 - g) / 2 * (1 - g ^ 2) ^ m := by
  have h := norm_entry_sub_le hH occupation (majority m) _
    (fun k => occupation_sub_majority_le hg (hgap k).1 (hgap k).2 m) i j
  rwa [majority_hasRange hH r hR hr m i j hij, sub_zero] at h

/-- For a tridiagonal Hermitian `H` whose eigenvalues satisfy `g ≤ |x| ≤ 1` with `0 < g < 1`,
`|P_ij| ≤ (1-g²)^(m+1)/2` whenever `|i-j| > 2m+1`. -/
theorem tridiagonal_locality {n : ℕ} {H : Matrix (Fin n) (Fin n) ℂ} (hH : H.IsHermitian)
    (htri : ∀ i j : Fin n, 1 < |((i : ℕ) : ℤ) - ((j : ℕ) : ℤ)| → H i j = 0)
    {g : ℝ} (hg : 0 < g) (hg1 : g < 1)
    (hgap : ∀ k, g ≤ |hH.eigenvalues k| ∧ |hH.eigenvalues k| ≤ 1) (m : ℕ) (i j : Fin n)
    (hij : 2 * (m : ℤ) + 1 < |((i : ℕ) : ℤ) - ((j : ℕ) : ℤ)|) :
    ‖densityMatrix hH i j‖ ≤ (1 - g ^ 2) ^ (m + 1) / 2 := by
  have hd : ∀ a b : Fin n, dist ((a : ℕ) : ℝ) ((b : ℕ) : ℝ) =
      ((|((a : ℕ) : ℤ) - ((b : ℕ) : ℤ)| : ℤ) : ℝ) := by
    intro a b
    simp [Real.dist_eq]
  have hr : HasRange (fun a : Fin n => ((a : ℕ) : ℝ)) 1 H := by
    intro a b hab
    rw [hd] at hab
    exact htri a b (by exact_mod_cast hab)
  have h := densityMatrix_locality hH _ zero_le_one hr hg.le hgap m i j
    (by rw [hd, mul_one]; exact_mod_cast hij)
  have h1 : 0 ≤ (1 - g ^ 2) ^ m := pow_nonneg (by nlinarith) m
  have h2 : (1 - g) * (1 - g ^ 2) ^ m ≤ (1 - g ^ 2) * (1 - g ^ 2) ^ m :=
    mul_le_mul_of_nonneg_right (by nlinarith) h1
  rw [pow_succ]
  linarith

end

end InsulatingLocality
```

```lean
#print axioms InsulatingLocality.densityMatrix_locality
#print axioms InsulatingLocality.tridiagonal_locality
```

```
'InsulatingLocality.densityMatrix_locality' depends on axioms: [propext, Classical.choice, Quot.sound]
'InsulatingLocality.tridiagonal_locality' depends on axioms: [propext, Classical.choice, Quot.sound]
```

## From the estimates to the Lean proof

`spectralFun_apply` is the sum over eigenstates. `spectralFun_id` recovers $H$ from the spectral theorem, and `spectralFun_mul` uses $U^\dagger U=1$ to turn products of functions into products of matrices.

In `occupation_sub_majority_le`, `hterm` is the comparison of a single term with $(pq)^mq$, and `hsum` is the half-row sum. Together they give `hpos`, the estimate for positive energies. `hrefl` splits the binomial expansion in two and reverses the order of one half, which gives the reflection identity. The final case split treats occupied and empty energies.

In `majority_hasRange`, `hmul` adds ranges through the triangle inequality, `hpow` extends this to powers by induction, and `haff` handles $(1\pm H)/2$. The polynomial is then expanded, and each term vanishes separately.

`norm_entry_sub_le` carries the error from the spectrum to the matrix elements. Its `hrow` is the normalisation of rows, and the inequality between $|U_{ik}||U_{jk}|$ and the mean of the squares comes from $(|U_{ik}|-|U_{jk}|)^2\ge0$. `densityMatrix_locality` combines these results by setting the polynomial's element to zero. `tridiagonal_locality` then takes the site number as the position.

## Purification, and the flat-band limit

Purification is one way to compute a density matrix without finding the eigenstates. For a Hamiltonian $h$ and a known Fermi level $\mu$ in its gap, one can form $H=(h-\mu)/s$, with $s>0$ at least the largest $|\varepsilon-\mu|$ over the eigenvalues $\varepsilon$ of $h$. The starting guess $Q=(1-H)/2$ is $M_0(H)$. One McWeeny purification step gives

$$3Q^2-2Q^3=M_1(H),$$

which reaches three hopping ranges. Further steps give polynomials other than the $M_m$. As a numerical case for the bound, take a chain with $g=0.5$ and a tolerance of $10^{-6}$ per element. The bound meets it at $m=45$, so elements with $|i-j|>91$ lie below the tolerance. This distance is sufficient, not necessary: the actual elements can fall below the tolerance much sooner.

The general theorem also allows $g=1$, where all levels sit at $\pm1$. With $m=0$ the bound is then zero beyond $R$, in agreement with $P=(1-H)/2$. A chain of uncoupled dimers with hopping $-1$ and zero on-site energy is an example: $P_{ij}=1/2$ between the two sites of a dimer, and $P_{ij}=0$ between different dimers.
